# Positive condensed Fukui values from a weakly coupled hardness matrix

A symmetric hardness matrix with nonnegative entries, in which each diagonal entry exceeds the sum of the couplings in its own row, can still give an atom a negative condensed Fukui value, so that this atom loses electrons when the molecule gains one. With nonnegative couplings, all the values are positive if the total coupling of each atom is smaller than the diagonal hardness of every atom, not only its own.

In Lean 4 with Mathlib:

```lean
import Mathlib

open Matrix Finset

namespace FukuiPositivity

noncomputable section

variable {ι : Type*} [Fintype ι] [DecidableEq ι]

/-- Total hardness coupling of atom `i` to all other atoms. -/
def offRowSum (J : Matrix ι ι ℝ) (i : ι) : ℝ := ∑ j ∈ univ.erase i, J i j

/-- A hardness matrix with nonnegative interatomic entries in which the total coupling of any
atom is smaller than the diagonal hardness of every atom. -/
structure WeaklyCoupled (J : Matrix ι ι ℝ) : Prop where
  nonneg : ∀ i j, i ≠ j → 0 ≤ J i j
  dominated : ∀ i k, offRowSum J i < J k k

/-- The condensed Fukui value of atom `i`: its response divided by the total response. -/
def condensedFukui (x : ι → ℝ) (i : ι) : ℝ := x i / ∑ j, x j

/-- The total coupling of an atom is its full row sum minus its diagonal hardness. -/
theorem offRowSum_eq (J : Matrix ι ι ℝ) (i : ι) :
    offRowSum J i = (∑ j, J i j) - J i i := by
  have h := Finset.add_sum_erase univ (fun j => J i j) (mem_univ i)
  simp only [offRowSum]
  linarith

/-- For nonnegative couplings, if all responses lie between `a` and `b`, the potential on atom `i`
lies between the values obtained by giving all other atoms the response `a` or `b`. -/
theorem row_bounds {J : Matrix ι ι ℝ} (hJ : ∀ i j, i ≠ j → 0 ≤ J i j) {x : ι → ℝ} {a b : ℝ}
    (ha : ∀ j, a ≤ x j) (hb : ∀ j, x j ≤ b) (i : ι) :
    J i i * x i + offRowSum J i * a ≤ (J *ᵥ x) i ∧
      (J *ᵥ x) i ≤ J i i * x i + offRowSum J i * b := by
  have hs : (J *ᵥ x) i = J i i * x i + ∑ j ∈ univ.erase i, J i j * x j :=
    (Finset.add_sum_erase univ (fun j => J i j * x j) (mem_univ i)).symm
  have hn : ∀ j ∈ univ.erase i, 0 ≤ J i j := fun j hj =>
    hJ i j (Finset.ne_of_mem_erase hj).symm
  rw [hs, offRowSum, Finset.sum_mul, Finset.sum_mul]
  constructor
  · have := Finset.sum_le_sum fun j hj => mul_le_mul_of_nonneg_left (ha j) (hn j hj)
    linarith
  · have := Finset.sum_le_sum fun j hj => mul_le_mul_of_nonneg_left (hb j) (hn j hj)
    linarith

/-- For a weakly coupled hardness matrix, every component of a solution of `J x = 1` is
strictly positive. -/
theorem response_pos {J : Matrix ι ι ℝ} (h : WeaklyCoupled J) {x : ι → ℝ}
    (hx : J *ᵥ x = fun _ => 1) (i : ι) : 0 < x i := by
  have : Nonempty ι := ⟨i⟩
  -- the atoms with the smallest and the largest response
  obtain ⟨m, hm⟩ := Finite.exists_min x
  obtain ⟨M, hM⟩ := Finite.exists_max x
  refine lt_of_lt_of_le ?_ (hm i)
  by_contra hneg
  have hxm : 0 ≤ -x m := by linarith [not_lt.mp hneg]
  have e1 : (J *ᵥ x) m = 1 := congrFun hx m
  have e2 : (J *ᵥ x) M = 1 := congrFun hx M
  have h1 := (row_bounds h.nonneg hm hM m).2
  have h2 := (row_bounds h.nonneg hm hM M).1
  rw [e1] at h1
  rw [e2] at h2
  have hR : 0 ≤ offRowSum J m :=
    Finset.sum_nonneg fun j hj => h.nonneg m j (Finset.ne_of_mem_erase hj).symm
  have hD : 0 ≤ J m m := hR.trans (h.dominated m m).le
  -- row `m` forces the largest response to be positive
  have hpos : 0 < x M := by
    by_contra hc
    have hxM : 0 ≤ -x M := by linarith [not_lt.mp hc]
    have p1 := mul_nonneg hD hxm
    have p2 := mul_nonneg hR hxM
    linarith
  -- comparing the two rows contradicts the dominance of the diagonal
  have q1 := mul_pos (sub_pos.mpr (h.dominated m M)) hpos
  have q2 := mul_nonneg (sub_pos.mpr (h.dominated M m)).le hxm
  linarith

/-- For a weakly coupled hardness matrix, all condensed Fukui values obtained from a solution
of `J x = 1` are strictly positive. -/
theorem condensedFukui_pos {J : Matrix ι ι ℝ} (h : WeaklyCoupled J) {x : ι → ℝ}
    (hx : J *ᵥ x = fun _ => 1) (i : ι) : 0 < condensedFukui x i :=
  div_pos (response_pos h hx i)
    (Finset.sum_pos (fun j _ => response_pos h hx j) ⟨i, mem_univ i⟩)

/-- A weakly coupled hardness matrix is nonsingular. -/
theorem det_ne_zero {J : Matrix ι ι ℝ} (h : WeaklyCoupled J) : J.det ≠ 0 := by
  apply det_ne_zero_of_sum_row_lt_diag
  intro k
  have hs : ∑ j ∈ univ.erase k, ‖J k j‖ = offRowSum J k :=
    Finset.sum_congr rfl fun j hj =>
      Real.norm_of_nonneg (h.nonneg k j (Finset.ne_of_mem_erase hj).symm)
  rw [hs]
  exact (h.dominated k k).trans_le (Real.le_norm_self _)

/-- For a weakly coupled hardness matrix, the response equation `J x = 1` has exactly one
solution. -/
theorem existsUnique_response {J : Matrix ι ι ℝ} (h : WeaklyCoupled J) :
    ∃! x : ι → ℝ, J *ᵥ x = fun _ => 1 := by
  refine ⟨J⁻¹ *ᵥ (fun _ => 1), ?_, ?_⟩
  · change J *ᵥ (J⁻¹ *ᵥ (fun _ => 1)) = fun _ => 1
    rw [Matrix.mulVec_mulVec, Matrix.mul_nonsing_inv J (isUnit_iff_ne_zero.mpr (det_ne_zero h)),
      Matrix.one_mulVec]
  · intro y hy
    change J *ᵥ y = fun _ => 1 at hy
    rw [← hy, Matrix.mulVec_mulVec,
      Matrix.nonsing_inv_mul J (isUnit_iff_ne_zero.mpr (det_ne_zero h)), Matrix.one_mulVec]

/-- If one added electron is shared as `f` so that the potential rises by the same `η` on every
atom of a weakly coupled molecule, then `η` and all the shares are strictly positive. -/
theorem equalisation_pos {J : Matrix ι ι ℝ} (h : WeaklyCoupled J) {f : ι → ℝ} {η : ℝ}
    (hf : J *ᵥ f = fun _ => η) (hsum : ∑ i, f i = 1) : 0 < η ∧ ∀ i, 0 < f i := by
  -- a vanishing `η` would force `f = 0`
  have hη : η ≠ 0 := by
    intro h0
    have hz : J *ᵥ f = 0 := by
      rw [hf, h0]
      rfl
    have hf0 := Matrix.eq_zero_of_mulVec_eq_zero (det_ne_zero h) hz
    simp [hf0] at hsum
  have hx : J *ᵥ (η⁻¹ • f) = fun _ => 1 := by
    rw [Matrix.mulVec_smul, hf]
    ext i
    simp [hη]
  have hp : ∀ i, 0 < η⁻¹ * f i := fun i => response_pos h hx i
  have hs : 0 ≤ ∑ i, η⁻¹ * f i := Finset.sum_nonneg fun i _ => (hp i).le
  rw [← Finset.mul_sum, hsum, mul_one] at hs
  have hpos : 0 < η := lt_of_le_of_ne (inv_nonneg.mp hs) hη.symm
  exact ⟨hpos, fun i => (mul_pos_iff_of_pos_left (inv_pos.mpr hpos)).mp (hp i)⟩

/-- Hardness matrix of a central atom (hardness `D`) coupled with strength `a` to two outer
atoms (hardness `d`) that are not coupled to each other. -/
def starHardness (D a d : ℝ) : Matrix (Fin 3) (Fin 3) ℝ := !![D, a, a; a, d, 0; a, 0, d]

/-- The three-atom matrix with `D = 4`, `a = 1`, `d = 3` is weakly coupled. -/
theorem weaklyCoupled_witness : WeaklyCoupled (starHardness 4 1 3) := by
  constructor
  · intro i j _
    fin_cases i <;> fin_cases j <;> simp [starHardness]
  · intro i k
    rw [offRowSum_eq]
    fin_cases i <;> fin_cases k <;> simp [starHardness, Fin.sum_univ_three] <;> norm_num

/-- Dominance of each diagonal entry over its own row only is not enough: this symmetric
three-atom matrix has it, yet the central atom has condensed Fukui value `-1/5`. -/
theorem rowwise_dominance_insufficient :
    (starHardness 5 2 3).IsSymm ∧ (∀ i j, 0 ≤ starHardness 5 2 3 i j) ∧
      (∀ i, offRowSum (starHardness 5 2 3) i < starHardness 5 2 3 i i) ∧
      starHardness 5 2 3 *ᵥ ![-1/7, 3/7, 3/7] = (fun _ => 1) ∧
      condensedFukui ![-1/7, 3/7, 3/7] (0 : Fin 3) = -1/5 := by
  refine ⟨Matrix.IsSymm.ext fun i j => ?_, fun i j => ?_, fun i => ?_, ?_, ?_⟩
  · fin_cases i <;> fin_cases j <;> simp [starHardness]
  · fin_cases i <;> fin_cases j <;> simp [starHardness]
  · rw [offRowSum_eq]
    fin_cases i <;> simp [starHardness, Fin.sum_univ_three] <;> norm_num
  · ext i
    fin_cases i <;> simp [starHardness, Matrix.mulVec, dotProduct, Fin.sum_univ_three] <;> norm_num
  · simp [condensedFukui, Fin.sum_univ_three]
    norm_num

/-- The strict inequality cannot be relaxed: here every coupling sum is at most every diagonal
hardness, and the response of the central atom is zero. -/
theorem strictness_needed :
    (∀ i k, offRowSum (starHardness 3 1 2) i ≤ starHardness 3 1 2 k k) ∧
      starHardness 3 1 2 *ᵥ ![0, 1/2, 1/2] = (fun _ => 1) := by
  refine ⟨fun i k => ?_, ?_⟩
  · rw [offRowSum_eq]
    fin_cases i <;> fin_cases k <;> simp [starHardness, Fin.sum_univ_three] <;> norm_num
  · ext i
    fin_cases i <;> simp [starHardness, Matrix.mulVec, dotProduct, Fin.sum_univ_three]
    norm_num

end

end FukuiPositivity
```

```lean
#print axioms FukuiPositivity.condensedFukui_pos
-- 'FukuiPositivity.condensedFukui_pos' depends on axioms: [propext, Classical.choice, Quot.sound]
#print axioms FukuiPositivity.equalisation_pos
-- 'FukuiPositivity.equalisation_pos' depends on axioms: [propext, Classical.choice, Quot.sound]
#print axioms FukuiPositivity.rowwise_dominance_insufficient
-- 'FukuiPositivity.rowwise_dominance_insufficient' depends on axioms: [propext, Classical.choice, Quot.sound]
#print axioms FukuiPositivity.strictness_needed
-- 'FukuiPositivity.strictness_needed' depends on axioms: [propext, Classical.choice, Quot.sound]
```

## Couplings compared with every diagonal entry

The atoms are the elements of a finite type `ι`, and the hardness matrix $J$ is a real matrix indexed by them. Its diagonal entry $J_{ii}$ is the hardness of atom $i$, and $J_{ij}$ with $i\neq j$ is the coupling between two atoms. The total coupling of atom $i$ is

$$R_i=\sum_{j\neq i}J_{ij},$$

which is `offRowSum J i` in the code, a sum over all atoms with $i$ erased.

The structure `WeaklyCoupled J` contains two hypotheses. The field `nonneg` says that $J_{ij}\ge 0$ for $i\ne j$. The field `dominated` says that $R_i<J_{kk}$ for all $i$ and $k$. The case $k=i$ is ordinary diagonal dominance; the cases $k\neq i$ compare the coupling of one atom with the hardness of another. Symmetry of $J$ is not among the hypotheses, so the theorems cover symmetric hardness matrices as a special case.

The response vector $x$ is a function `ι → ℝ`, and `J *ᵥ x = fun _ => 1` is the equation $Jx=\mathbf 1$, where $\mathbf 1$ has every component equal to one. The theorem `response_pos` states that every component of any solution is strictly positive. The condensed Fukui value is the normalised response,

$$f_i=\frac{x_i}{\sum_j x_j},$$

written `condensedFukui x i`, and `condensedFukui_pos` states that it is strictly positive for every atom. Finally, `existsUnique_response` states that $Jx=\mathbf 1$ has exactly one solution, so there is always one response vector to which these statements apply.

## Sharing one added electron

The equation comes from a model in which the energy is quadratic in the atomic electron numbers. Let $n_i$ be the number of electrons added to atom $i$, and let

$$E(n)=E_0+\sum_i\mu_i^0 n_i+\frac12\sum_{i,j}J_{ij}n_in_j$$

with $J$ symmetric. Here $E_0$ is the reference energy and $\mu_i^0$ is the reference chemical potential of atom $i$. The chemical potential on atom $i$ is then

$$\mu_i=\frac{\partial E}{\partial n_i}=\mu_i^0+\sum_jJ_{ij}n_j.$$

In equilibrium all the $\mu_i$ have a common value $\mu$. Now let the total electron number $N=\sum_i n_i$ change, and write $f_i=dn_i/dN$ for the share of atom $i$ and $\eta=d\mu/dN$ for the rise of the common potential, which is the hardness of the molecule. Differentiation gives

$$Jf=\eta\,\mathbf 1,\qquad \sum_i f_i=1.$$

These two equations are the hypotheses `hf` and `hsum` of `equalisation_pos`, which concludes that $\eta>0$ and that every $f_i>0$. The sign of $\eta$ is a conclusion here and not an assumption. Dividing by $\eta$ gives $Jx=\mathbf 1$ with $x=f/\eta$. Since $\sum_i x_i=1/\eta$, the normalised response $x_i/\sum_j x_j$ is again $f_i$. The vector $x$ is therefore the response to a unit rise of the potential, and $f$ is the response to one added electron.

The nonnegative couplings stand for repulsion: electrons added to one atom raise the potential on the others. The inequality $R_i<J_{kk}$ says that if every atom except $i$ receives one electron, the potential on $i$ rises by less than any atom's own potential would rise if that atom received one electron. This is a strong requirement. With unscreened Coulomb couplings, each atom added to a fixed structure increases the row sums, so the condition becomes harder to satisfy as the structure grows, and it can already fail for a few atoms at bonding distances. Screening makes it easier to satisfy if it reduces the couplings and leaves the diagonal entries unchanged.

For charge-equilibration models of this finite, quadratic kind, the result gives a test on the matrix entries that rules out negative Fukui values before any linear system is solved. It does not concern Fukui values obtained by partitioning the electron densities of an electronic-structure calculation, and the inequalities are assumed for $J$, not derived from a Hamiltonian.

## The least and most responsive atoms

Let $Jx=\mathbf 1$. Choose an atom $m$ with the smallest response and an atom $M$ with the largest, so that $x_m\le x_j\le x_M$ for all $j$. Any row of the equation can be split into its diagonal and off-diagonal parts:

$$1=J_{ii}x_i+\sum_{j\ne i}J_{ij}x_j.$$

Because the couplings are nonnegative, replacing each $x_j$ in the last sum by $x_M$ cannot lower it, and replacing each by $x_m$ cannot raise it. The first replacement in row $m$ and the second in row $M$ give

$$1\le J_{mm}x_m+R_mx_M,\qquad J_{MM}x_M+R_Mx_m\le 1.$$

Suppose that $x_m\le 0$. The hypotheses give $J_{mm}>R_m\ge 0$, so $J_{mm}x_m\le 0$, and the first inequality leaves $R_mx_M\ge 1$. Hence $x_M>0$: if the least responsive atom does not gain electrons, some other atom must.

Chaining the two inequalities through the number 1 and collecting terms yields

$$(J_{MM}-R_m)\,x_M+(J_{mm}-R_M)(-x_m)\le 0.$$

Both brackets are positive by hypothesis. The first product is positive because $x_M>0$, and the second is nonnegative because $x_m\le 0$. Their sum cannot be at most zero, so the supposition fails and $x_m>0$. Every other component is at least $x_m$, and is positive too. The brackets show where the cross-comparisons enter: the coupling of $m$ is set against the hardness of $M$, and the coupling of $M$ against the hardness of $m$.

The argument also holds for a single atom, where $m=M$, the total coupling is zero and $x=1/J_{11}$.

In the code, `row_bounds` proves both replacements for a general row, with arbitrary bounds `a` and `b` on the responses. Its step `hs` is the split of the row, and the sums are then compared term by term. The proof of `response_pos` obtains `m` and `M` from the existence of a minimum and a maximum on a finite type, and `h1` and `h2` are the two displayed inequalities. The step `hpos` is the deduction $x_M>0$. The facts `q1` and `q2` are the signs of the two products in the last display, and `linarith` combines them with the row inequalities into the contradiction. The theorem `condensedFukui_pos` then divides a positive component by a sum of positive components.

## One solution, and a positive molecular hardness

For existence and uniqueness it is enough that $J$ is nonsingular. Suppose that $Jv=0$ with $v\neq0$, and choose $k$ so that $|v_k|$ is largest. Row $k$ gives

$$J_{kk}|v_k|=\Big|\sum_{j\ne k}J_{kj}v_j\Big|\le R_k|v_k|<J_{kk}|v_k|,$$

which is impossible. Besides the nonnegative couplings, this needs only the row-by-row case $R_k<J_{kk}$ of the dominance hypothesis. The theorem `det_ne_zero` takes this criterion from Mathlib, in the form `det_ne_zero_of_sum_row_lt_diag`. What remains is to identify the sum of absolute values in that criterion with `offRowSum J k`, which is possible because the couplings are nonnegative. In `existsUnique_response` the solution is $J^{-1}\mathbf 1$, and multiplying $Jy=\mathbf 1$ by $J^{-1}$ shows that any solution $y$ equals it.

The theorem `equalisation_pos` starts from $Jf=\eta\mathbf 1$ and $\sum_i f_i=1$. If $\eta$ were zero, then $Jf=0$ and nonsingularity would give $f=0$, contrary to the sum being one. So $\eta\ne0$, and $f/\eta$ solves the equation with right-hand side $\mathbf 1$. By `response_pos`, every $f_i/\eta$ is positive. Summing over the atoms gives $1/\eta>0$, hence $\eta>0$, and multiplying back gives $f_i>0$. The code follows the same order: `hη` excludes zero, `hx` is the rescaled equation, `hp` is the positivity of its components, and `hpos` is the sign of $\eta$.

## A central atom between two outer ones

The matrix `starHardness D a d` describes three atoms. The central atom, with index 0 and hardness $D$, is coupled with strength $a$ to two outer atoms of hardness $d$, which are not coupled to each other. The outer atoms have equal responses $x_o$, and the central response $x_c$ follows from

$$Dx_c+2ax_o=1,\qquad ax_c+dx_o=1.$$

Eliminating $x_o$ gives, when $Dd\neq2a^2$,

$$x_c=\frac{d-2a}{Dd-2a^2}.$$

When the denominator is positive, the sign of $x_c$ is the sign of $d-2a$. This compares the total coupling $2a$ of the central atom with the hardness of an outer atom, which is a comparison that row-by-row dominance leaves out.

For $D=5$, $a=2$, $d=3$, each diagonal entry exceeds the coupling sum of its own row: $4<5$ for the central atom and $2<3$ for the outer ones. The central coupling 4 is nevertheless larger than the outer hardness 3. The response is $(-1/7,\,3/7,\,3/7)$, with sum $5/7$, so the condensed Fukui values are $(-1/5,\,3/5,\,3/5)$. When one electron is added, the outer atoms together take $6/5$ of an electron, and the central atom gives up $1/5$. The theorem `rowwise_dominance_insufficient` records the symmetry, the nonnegative entries, the row-by-row dominance, the solution and the value $-1/5$.

For $D=3$, $a=1$, $d=2$, the central coupling equals the outer hardness. Every required comparison then holds with $\le$, but the response is $(0,\,1/2,\,1/2)$, and the central atom takes no share. This is `strictness_needed`: with $\le$ in place of $<$, strict positivity can fail.

For $D=4$, $a=1$, $d=3$, the largest coupling sum is 2 and the smallest diagonal entry is 3, so all the hypotheses are satisfied, as `weaklyCoupled_witness` states. The condensed Fukui values are $(1/7,\,3/7,\,3/7)$. All three theorems are proved by going through the matrix entries and evaluating the arithmetic.

The condition is sufficient but not necessary. With $D=2$, $a=1$, $d=3$, the central coupling equals the central hardness, so the matrix is not weakly coupled, yet each atom has response $1/4$ and Fukui value $1/3$.
